# A valence orbital has the least core-region charge among its Phillips-Kleinman pseudo-orbitals if the core orbitals are confined to the core region

Let the columns of C be orthonormal core orbitals that lie wholly inside the core region, and let ψ be a valence orbital orthogonal to all of them. Mixing core orbitals into ψ with amplitudes a, to give ψ + Ca without renormalising, raises the core-region charge by exactly ‖a‖², so ψ is the unique minimiser in this family.

```lean
import Mathlib

open Matrix

namespace PhillipsKleinmanCoreCharge

noncomputable section

variable {n m : Type*} [Fintype n] [Fintype m] [DecidableEq m]

/-- Total charge of an orbital: the sum of the squared moduli of its coefficients. -/
def charge {ι : Type*} [Fintype ι] (v : ι → ℂ) : ℝ := ∑ i, ‖v i‖ ^ 2

/-- Core-region charge: the charge of the part of the orbital selected by `D`. -/
def coreCharge (D : Matrix n n ℂ) (v : n → ℂ) : ℝ := charge (D *ᵥ v)

/-- The orbital `ψ` with the core orbitals (columns of `C`) mixed in with amplitudes `a`. -/
def pseudoOrbital (C : Matrix n m ℂ) (ψ : n → ℂ) (a : m → ℂ) : n → ℂ := ψ + C *ᵥ a

/-- The Phillips-Kleinman Hamiltonian `H + C (E - ε) Cᴴ` with core energies `ε`. -/
def pkHamiltonian (H : Matrix n n ℂ) (C : Matrix n m ℂ) (ε : m → ℝ) (E : ℝ) : Matrix n n ℂ :=
  H + C * diagonal (fun c => (E : ℂ) - (ε c : ℂ)) * Cᴴ

/-- The charge is the inner product of the orbital with itself. -/
theorem charge_eq_dot {ι : Type*} [Fintype ι] (v : ι → ℂ) :
    ((charge v : ℝ) : ℂ) = star v ⬝ᵥ v := by
  simp only [charge, dotProduct, Pi.star_apply]
  push_cast
  exact Finset.sum_congr rfl fun i _ => (Complex.conj_mul' (v i)).symm

/-- A nonzero orbital has positive charge. -/
theorem charge_pos {ι : Type*} [Fintype ι] {v : ι → ℂ} (hv : v ≠ 0) : 0 < charge v := by
  obtain ⟨i, hi⟩ := Function.ne_iff.mp hv
  have h : 0 < ‖v i‖ := norm_pos_iff.mpr (by simpa using hi)
  unfold charge
  exact Finset.sum_pos' (fun j _ => by positivity) ⟨i, Finset.mem_univ i, by positivity⟩

/-- Charges of orthogonal orbitals add. -/
theorem charge_add {ι : Type*} [Fintype ι] {u v : ι → ℂ} (h : star u ⬝ᵥ v = 0) :
    charge (u + v) = charge u + charge v := by
  have h' : star v ⬝ᵥ u = 0 := by rw [Matrix.star_dotProduct, h, star_zero]
  have key : ((charge (u + v) : ℝ) : ℂ) = (charge u : ℂ) + (charge v : ℂ) := by
    simp only [charge_eq_dot, star_add, add_dotProduct, dotProduct_add, h, h', add_zero, zero_add]
  exact_mod_cast key

/-- For orthonormal core eigenorbitals `C` and `ψ` orthogonal to them, `ψ + C a` solves the
Phillips-Kleinman equation at energy `E` exactly when `ψ` solves the original one. -/
theorem pk_equation_iff {H : Matrix n n ℂ} {C : Matrix n m ℂ} {ε : m → ℝ} {ψ : n → ℂ}
    (hH : H * C = C * diagonal (fun c => (ε c : ℂ))) (hC : Cᴴ * C = 1) (hψ : Cᴴ *ᵥ ψ = 0)
    (E : ℝ) (a : m → ℂ) :
    pkHamiltonian H C ε E *ᵥ pseudoOrbital C ψ a = (E : ℂ) • pseudoOrbital C ψ a ↔
      H *ᵥ ψ = (E : ℂ) • ψ := by
  -- the core amplitudes of the pseudo-orbital are `a`
  have hproj : Cᴴ *ᵥ (ψ + C *ᵥ a) = a := by
    rw [Matrix.mulVec_add, hψ, zero_add, Matrix.mulVec_mulVec, hC, Matrix.one_mulVec]
  have hpot : (C * diagonal (fun c => (E : ℂ) - (ε c : ℂ)) * Cᴴ) *ᵥ (ψ + C *ᵥ a)
      = C *ᵥ (diagonal (fun c => (E : ℂ) - (ε c : ℂ)) *ᵥ a) := by
    rw [← Matrix.mulVec_mulVec, ← Matrix.mulVec_mulVec, hproj]
  have hHC : H *ᵥ (C *ᵥ a) = C *ᵥ (diagonal (fun c => (ε c : ℂ)) *ᵥ a) := by
    rw [Matrix.mulVec_mulVec, hH, ← Matrix.mulVec_mulVec]
  -- the potential lifts every core level to the energy `E`
  have hsum : diagonal (fun c => (ε c : ℂ)) *ᵥ a
      + diagonal (fun c => (E : ℂ) - (ε c : ℂ)) *ᵥ a = (E : ℂ) • a := by
    ext c
    simp only [Pi.add_apply, Matrix.mulVec_diagonal, Pi.smul_apply, smul_eq_mul]
    ring
  have total : pkHamiltonian H C ε E *ᵥ pseudoOrbital C ψ a
      = H *ᵥ ψ + (E : ℂ) • (C *ᵥ a) := by
    unfold pkHamiltonian pseudoOrbital
    rw [Matrix.add_mulVec, hpot, Matrix.mulVec_add H, hHC, add_assoc, ← Matrix.mulVec_add, hsum,
      Matrix.mulVec_smul]
  rw [total, pseudoOrbital, smul_add]
  exact add_left_inj _

/-- For orthonormal core eigenorbitals `C`, every solution of the Phillips-Kleinman equation is a
solution of the original equation, orthogonal to the core, plus a mixture of core orbitals. -/
theorem pk_solution_decomposition {H : Matrix n n ℂ} {C : Matrix n m ℂ} {ε : m → ℝ} {E : ℝ}
    {φ : n → ℂ} (hH : H * C = C * diagonal (fun c => (ε c : ℂ))) (hC : Cᴴ * C = 1)
    (hφ : pkHamiltonian H C ε E *ᵥ φ = (E : ℂ) • φ) :
    ∃ ψ, Cᴴ *ᵥ ψ = 0 ∧ H *ᵥ ψ = (E : ℂ) • ψ ∧ pseudoOrbital C ψ (Cᴴ *ᵥ φ) = φ := by
  have hψ : Cᴴ *ᵥ (φ - C *ᵥ (Cᴴ *ᵥ φ)) = 0 := by
    rw [Matrix.mulVec_sub, Matrix.mulVec_mulVec, hC, Matrix.one_mulVec, sub_self]
  have hs : pseudoOrbital C (φ - C *ᵥ (Cᴴ *ᵥ φ)) (Cᴴ *ᵥ φ) = φ := sub_add_cancel _ _
  exact ⟨_, hψ, (pk_equation_iff hH hC hψ E (Cᴴ *ᵥ φ)).mp (by rw [hs]; exact hφ), hs⟩

/-- For orthonormal core orbitals confined to the core region (`D * C = C`), the core-region charge
of a pseudo-orbital is that of the valence orbital plus the total weight of the admixed core
orbitals. -/
theorem coreCharge_pseudoOrbital {D : Matrix n n ℂ} {C : Matrix n m ℂ} {ψ : n → ℂ}
    (hD : D.IsHermitian) (hDC : D * C = C) (hC : Cᴴ * C = 1) (hψ : Cᴴ *ᵥ ψ = 0) (a : m → ℂ) :
    coreCharge D (pseudoOrbital C ψ a) = coreCharge D ψ + charge a := by
  have hsplit : D *ᵥ (ψ + C *ᵥ a) = D *ᵥ ψ + C *ᵥ a := by
    rw [Matrix.mulVec_add, Matrix.mulVec_mulVec, hDC]
  -- the cross term reduces to the overlap of `ψ` with the core
  have horth : star (D *ᵥ ψ) ⬝ᵥ (C *ᵥ a) = 0 := by
    rw [Matrix.star_mulVec, ← Matrix.dotProduct_mulVec, hD.eq, Matrix.mulVec_mulVec, hDC,
      Matrix.star_dotProduct, Matrix.star_mulVec, ← Matrix.dotProduct_mulVec, hψ,
      dotProduct_zero, star_zero]
  -- orthonormal core orbitals preserve the charge of the amplitudes
  have hiso : charge (C *ᵥ a) = charge a := by
    have key : ((charge (C *ᵥ a) : ℝ) : ℂ) = (charge a : ℂ) := by
      rw [charge_eq_dot, charge_eq_dot, Matrix.star_mulVec, ← Matrix.dotProduct_mulVec,
        Matrix.mulVec_mulVec, hC, Matrix.one_mulVec]
    exact_mod_cast key
  unfold coreCharge pseudoOrbital
  rw [hsplit, charge_add horth, hiso]

/-- For orthonormal core orbitals confined to the core region (`D * C = C`), the valence orbital has
the least core-region charge among all its pseudo-orbitals, and it is the only one that attains the
minimum. -/
theorem valence_unique_minimiser {D : Matrix n n ℂ} {C : Matrix n m ℂ} {ψ : n → ℂ}
    (hD : D.IsHermitian) (hDC : D * C = C) (hC : Cᴴ * C = 1) (hψ : Cᴴ *ᵥ ψ = 0) (a : m → ℂ) :
    coreCharge D ψ ≤ coreCharge D (pseudoOrbital C ψ a) ∧
      (coreCharge D (pseudoOrbital C ψ a) = coreCharge D ψ ↔ pseudoOrbital C ψ a = ψ) := by
  have key := coreCharge_pseudoOrbital hD hDC hC hψ a
  have h0 : 0 ≤ charge a := Finset.sum_nonneg fun i _ => by positivity
  refine ⟨by linarith, fun h => ?_, fun h => by rw [h]⟩
  by_contra hne
  have ha : a ≠ 0 := by
    intro ha
    exact hne (by simp [pseudoOrbital, ha])
  linarith [charge_pos ha]

/-- If `D` is a projector and the orthonormal core orbitals are confined to the core region (`D * C
= C`) but the valence orbital is not, any core admixture strictly raises the fraction of the
orbital's charge in the core region. -/
theorem core_fraction_lt {D : Matrix n n ℂ} {C : Matrix n m ℂ} {ψ : n → ℂ}
    (hD : D.IsHermitian) (hDD : D * D = D) (hDC : D * C = C) (hC : Cᴴ * C = 1)
    (hψ : Cᴴ *ᵥ ψ = 0) (htail : D *ᵥ ψ ≠ ψ) {a : m → ℂ} (ha : a ≠ 0) :
    coreCharge D ψ / charge ψ <
      coreCharge D (pseudoOrbital C ψ a) / charge (pseudoOrbital C ψ a) := by
  classical
  -- split the valence charge into core region and tail
  have horth : star (D *ᵥ ψ) ⬝ᵥ (ψ - D *ᵥ ψ) = 0 := by
    rw [Matrix.star_mulVec, ← Matrix.dotProduct_mulVec, hD.eq, Matrix.mulVec_sub,
      Matrix.mulVec_mulVec, hDD, sub_self, dotProduct_zero]
  have hsplit : charge ψ = coreCharge D ψ + charge (ψ - D *ᵥ ψ) := by
    have h := charge_add horth
    rw [add_sub_cancel] at h
    exact h
  -- the total charge obeys the same identity, with `D = 1`
  have htot : charge (pseudoOrbital C ψ a) = charge ψ + charge a := by
    have h := coreCharge_pseudoOrbital (D := 1) Matrix.isHermitian_one (Matrix.one_mul C) hC hψ a
    simpa only [coreCharge, Matrix.one_mulVec] using h
  have hr : 0 < charge (ψ - D *ᵥ ψ) := charge_pos (sub_ne_zero.mpr (Ne.symm htail))
  have ht := charge_pos ha
  have hd : 0 ≤ coreCharge D ψ := Finset.sum_nonneg fun i _ => by positivity
  rw [htot, coreCharge_pseudoOrbital hD hDC hC hψ a, hsplit,
    div_lt_div_iff₀ (by linarith) (by linarith)]
  nlinarith [mul_pos ht hr]

/-- Core-region projector of a three-level model. -/
def modelD : Matrix (Fin 3) (Fin 3) ℂ := !![1, 0, 0; 0, 1, 0; 0, 0, 0]

/-- Single core orbital of the three-level model. -/
def modelC : Matrix (Fin 3) (Fin 1) ℂ := !![1; 0; 0]

/-- Hamiltonian of the three-level model. -/
def modelH : Matrix (Fin 3) (Fin 3) ℂ := !![-2, 0, 0; 0, 0, 1; 0, 1, 0]

/-- Valence orbital of the three-level model. -/
def modelPsi : Fin 3 → ℂ := ![0, 1, 1]

/-- The three-level model meets all the hypotheses placed on `D`, `C`, `ψ` and `H` in the theorems
above, with core energy `-2` and valence energy `1`. -/
theorem model_witness :
    modelD.IsHermitian ∧ modelD * modelD = modelD ∧ modelD * modelC = modelC ∧
      modelCᴴ * modelC = 1 ∧ modelCᴴ *ᵥ modelPsi = 0 ∧ modelD *ᵥ modelPsi ≠ modelPsi ∧
      modelH * modelC = modelC * diagonal (fun _ => ((-2 : ℝ) : ℂ)) ∧
      modelH *ᵥ modelPsi = ((1 : ℝ) : ℂ) • modelPsi := by
  refine ⟨Matrix.IsHermitian.ext fun i j => ?_, ?_, ?_, ?_, ?_, fun h => ?_, ?_, ?_⟩
  · fin_cases i <;> fin_cases j <;> simp [modelD]
  · ext i j
    fin_cases i <;> fin_cases j <;> simp [modelD, Matrix.mul_apply, Fin.sum_univ_succ]
  · ext i j
    fin_cases i <;> fin_cases j <;> simp [modelD, modelC, Matrix.mul_apply, Fin.sum_univ_succ]
  · ext i j
    fin_cases i
    fin_cases j
    simp [modelC, Matrix.mul_apply, Fin.sum_univ_succ]
  · ext i
    fin_cases i
    simp [modelC, modelPsi, Matrix.mulVec, dotProduct, Fin.sum_univ_succ]
  · have h2 := congrFun h 2
    simp [modelD, modelPsi, Matrix.mulVec, dotProduct, Fin.sum_univ_succ] at h2
  · ext i j
    refine Eq.trans ?_ (Matrix.mul_diagonal _ _ i j).symm
    fin_cases i <;> fin_cases j <;> simp [modelH, modelC, Matrix.mul_apply, Fin.sum_univ_succ]
  · ext i
    fin_cases i <;> simp [modelH, modelPsi, Matrix.mulVec, dotProduct, Fin.sum_univ_succ]

/-- Core-region projector of a two-level model. -/
def leakyD : Matrix (Fin 2) (Fin 2) ℂ := !![1, 0; 0, 0]

/-- A normalised core orbital that leaks out of the core region. -/
def leakyC : Matrix (Fin 2) (Fin 1) ℂ := !![3 / 5; 4 / 5]

/-- The valence orbital orthogonal to the leaky core orbital. -/
def leakyPsi : Fin 2 → ℂ := ![4 / 5, -3 / 5]

/-- With a core orbital that leaks out of the core region, a pseudo-orbital can have less
core-region charge than the valence orbital. -/
theorem leaky_core_counterexample :
    leakyCᴴ * leakyC = 1 ∧ leakyCᴴ *ᵥ leakyPsi = 0 ∧
      coreCharge leakyD (pseudoOrbital leakyC leakyPsi ![-4 / 3]) < coreCharge leakyD leakyPsi := by
  -- the amplitudes are real, so conjugation leaves them unchanged
  have h3 : star (3 / 5 : ℂ) = 3 / 5 := by
    have h := Complex.conj_ofReal (3 / 5)
    push_cast at h
    exact h
  have h4 : star (4 / 5 : ℂ) = 4 / 5 := by
    have h := Complex.conj_ofReal (4 / 5)
    push_cast at h
    exact h
  have hCH : leakyCᴴ = !![3 / 5, 4 / 5] := by
    ext i j
    fin_cases i
    fin_cases j
    · exact h3
    · exact h4
  refine ⟨?_, ?_, ?_⟩
  · rw [hCH]
    ext i j
    fin_cases i
    fin_cases j
    simp [leakyC, Matrix.mul_apply, Fin.sum_univ_succ]
    norm_num
  · rw [hCH]
    ext i
    fin_cases i
    norm_num [leakyPsi, Matrix.mulVec, dotProduct, Fin.sum_univ_succ]
  · -- the admixture cancels the valence amplitude in the core region
    have h0 : leakyD *ᵥ pseudoOrbital leakyC leakyPsi ![-4 / 3] = 0 := by
      ext i
      fin_cases i <;>
        simp [leakyD, leakyC, leakyPsi, pseudoOrbital, Matrix.mulVec, dotProduct,
          Fin.sum_univ_succ] <;> norm_num
    have h1 : leakyD *ᵥ leakyPsi ≠ 0 := by
      intro h
      have h2 := congrFun h 0
      simp [leakyD, leakyPsi, Matrix.mulVec, dotProduct, Fin.sum_univ_succ] at h2
    have hz : charge (0 : Fin 2 → ℂ) = 0 := by simp [charge]
    unfold coreCharge
    rw [h0, hz]
    exact charge_pos h1

end

end PhillipsKleinmanCoreCharge
```

```lean
#print axioms PhillipsKleinmanCoreCharge.coreCharge_pseudoOrbital
-- 'PhillipsKleinmanCoreCharge.coreCharge_pseudoOrbital' depends on axioms: [propext, Classical.choice, Quot.sound]
#print axioms PhillipsKleinmanCoreCharge.valence_unique_minimiser
-- 'PhillipsKleinmanCoreCharge.valence_unique_minimiser' depends on axioms: [propext, Classical.choice, Quot.sound]
#print axioms PhillipsKleinmanCoreCharge.core_fraction_lt
-- 'PhillipsKleinmanCoreCharge.core_fraction_lt' depends on axioms: [propext, Classical.choice, Quot.sound]
#print axioms PhillipsKleinmanCoreCharge.leaky_core_counterexample
-- 'PhillipsKleinmanCoreCharge.leaky_core_counterexample' depends on axioms: [propext, Classical.choice, Quot.sound]
```

## Orbitals, core region and charge as matrices

An orbital is a vector of complex coefficients `n → ℂ` in a finite orthonormal basis indexed by `n`. The core orbitals are indexed by `m` and form the columns of the matrix `C`. The function `charge` is the sum of squared moduli, written ‖v‖² below, and `coreCharge D v` is ‖Dv‖². The matrix D selects the core region; on a real-space grid it would be diagonal, with 1 at points inside the region and 0 outside.

The hypotheses of `coreCharge_pseudoOrbital` translate as follows:

- `D.IsHermitian` says that D = Dᴴ.
- `D * C = C` says that the core orbitals have no tail outside the core region.
- `Cᴴ * C = 1` says that they are orthonormal.
- `Cᴴ *ᵥ ψ = 0` says that the valence orbital is orthogonal to each of them.

The conclusion is

‖D(ψ + Ca)‖² = ‖Dψ‖² + ‖a‖².

This does not require D to be a projector. If D is one, ‖Dψ‖² equals ⟨ψ|D|ψ⟩, the usual charge in the region; for a smooth Hermitian cutoff it is ⟨ψ|D²|ψ⟩ instead.

The strict confinement DC = C is an idealisation, since the core orbitals of real atoms have tails. The theorems give no error estimate for small tails. They concern a one-electron problem in a finite basis with unit overlap matrix.

## Why ψ + Ca is the right family

Let the core orbitals be eigenvectors of H with real energies ε, so that HC = Cε with ε read as a diagonal matrix. The Phillips-Kleinman Hamiltonian at energy E is

H + C(E − ε)Cᴴ.

Its second term lifts every core level to E. To see this, apply it to ψ + Ca. Orthonormality and Cᴴψ = 0 give

Cᴴ(ψ + Ca) = a,

and therefore

(H + C(E − ε)Cᴴ)(ψ + Ca) = Hψ + Cεa + C(E − ε)a = Hψ + E Ca.

This equals E(ψ + Ca) exactly when Hψ = Eψ, whatever a is. That is `pk_equation_iff`. In its proof, `hproj` is the first equation, `hsum` adds the two diagonal terms, and `total` is the second equation; cancelling E Ca from both sides finishes it.

Conversely, let φ be any solution at energy E. Set a = Cᴴφ and ψ = φ − Ca. Then Cᴴψ = Cᴴφ − Cᴴφ = 0, and the equivalence just shown gives Hψ = Eψ. This is `pk_solution_decomposition`. The ψ it returns may be zero, because a pure core mixture Ca also solves the equation. The minimum principle therefore compares solutions that share the same valence part ψ, with its scale fixed.

## The charge identity and the minimum

Since DC = C,

D(ψ + Ca) = Dψ + Ca.

The cross term in the squared norm vanishes:

⟨Dψ|Ca⟩ = ψᴴDCa = ψᴴCa = (Cᴴψ)ᴴa = 0.

The first equality uses Dᴴ = D, the second DC = C, and the last the orthogonality of ψ to the core. Finally,

‖Ca‖² = aᴴCᴴCa = aᴴa = ‖a‖².

Adding the two squared norms gives the identity. In Lean these three steps are `hsplit`, `horth` and `hiso`. The lemma `charge_add`, which says that charges of orthogonal vectors add, then combines them. Both `hiso` and `charge_add` are proved in ℂ with `charge_eq_dot`, which writes the charge as an inner product, and `exact_mod_cast` carries the resulting equalities back to real numbers.

For the minimum, ‖a‖² ≥ 0 gives the inequality in `valence_unique_minimiser`. If ψ + Ca differs from ψ, then a ≠ 0, so `charge_pos` gives ‖a‖² > 0 and the core charges differ. Equality thus holds only for ψ itself.

Let ψ be normalised and D a projector. Outside the core region ψ + Ca then coincides with ψ, because the core orbitals vanish there. Norm conservation would also require the two to have equal charge inside the region, and ‖a‖² is the amount by which ψ + Ca violates this condition.

## Normalised orbitals

The vector ψ + Ca is longer than ψ, so part of the increase might seem to come from its length alone. The theorem `core_fraction_lt` removes that objection by comparing fractions of the total charge, which are the core charges of the normalised orbitals. It adds three hypotheses: D² = D, a ≠ 0, and Dψ ≠ ψ, the last meaning that ψ has a tail outside the core.

Write p = ‖Dψ‖², r = ‖ψ − Dψ‖² and t = ‖a‖². Idempotency makes the two parts of ψ orthogonal:

⟨Dψ|ψ − Dψ⟩ = ψᴴ(D − D²)ψ = 0.

Hence ‖ψ‖² = p + r. The charge identity with D replaced by the unit matrix gives ‖ψ + Ca‖² = p + r + t. The claim becomes

p/(p + r) < (p + t)/(p + r + t).

Both denominators are positive, and cross-multiplication reduces this to 0 < tr, which holds because t > 0 and r > 0. The Lean proof follows the same route: `div_lt_div_iff₀` cross-multiplies, and `nlinarith` receives the product of the two positive quantities.

The tail hypothesis matters: if ψ were nonzero and confined to the core, both fractions would be 1.

## A three-level model and a smaller limit

In `model_witness` the core region spans the first two of three levels, the core orbital is (1, 0, 0) with energy −2, and the valence orbital has energy 1. Normalised, the latter is (0, 1, 1)/√2, with half its charge in the core region. Adding the core orbital to this normalised vector with amplitude a raises the fraction to

(1/2 + |a|²)/(1 + |a|²).

The theorem confirms, entry by entry, that the model satisfies all the hypotheses placed on D, C, ψ and H above.

A smaller limit is a core region that contains nothing but the core orbitals, D = CCᴴ. Then Dψ = 0, and the core charge of the pseudo-orbital is ‖a‖² alone. With two levels, C = (1, 0)ᵀ and ψ = (0, 1), the pseudo-orbital is (a, 1), with core fraction |a|²/(1 + |a|²).

## A core orbital that leaks

Without DC = C the minimum principle can fail. In `leaky_core_counterexample` the core region is the first of two levels, the core orbital is (3/5, 4/5), and the valence orbital is (4/5, −3/5). Both are normalised and they are orthogonal, but the core orbital has weight 16/25 outside the region. With a = −4/3,

ψ + Ca = (0, −5/3).

The admixture cancels the valence amplitude in the core region, so the core charge drops from 16/25 to 0. Normalising the result to (0, −1) leaves it at 0. The proof establishes this cancellation as `h0`, and then needs only that Dψ is nonzero. The large tail in this example is not essential. For the core orbital (cos θ, sin θ) and the valence orbital (sin θ, −cos θ) with 0 < θ < π/2, the amplitude a = −tan θ lowers the core charge from sin²θ to 0, however small θ is.
